# Five signed first-order quadrupole splittings along icosahedral axes determine a field gradient tensor, and without further constraints fewer than five directions never do

To find the electric field gradient at a nucleus from single-crystal NMR, one turns the crystal in the magnetic field, records the quadrupole splitting at several orientations, and solves linear equations for the tensor \(V\). The orientations must be chosen so that these equations have only one solution. Any five of the six icosahedral axes, the lines through opposite vertices of a regular icosahedron, will do, provided the splittings are first-order and known with their signs, and the nuclear quadrupole moment is known. For one nuclear site under these conditions, the resulting tensor can be compared component by component with one from an electronic-structure calculation, once both are written in the same crystal-fixed axes.

## The tensor and its splittings

```lean
import Mathlib

open Matrix

namespace QuadrupoleSplittings

noncomputable section

/-- An electric field gradient tensor: a real 3x3 matrix that is symmetric and traceless. -/
structure IsFieldGradient (V : Matrix (Fin 3) (Fin 3) ℝ) : Prop where
  symm : V.IsSymm
  traceless : V.trace = 0
```

`IsFieldGradient V` says that the real matrix \(V\) is symmetric and traceless. Symmetry holds because second derivatives of the potential commute. Zero trace is Laplace's equation for the charges outside the nucleus; any isotropic part would not orient the nucleus and is removed by convention. Lean's indices 0, 1, 2 stand for \(x,y,z\).

```lean
/-- The quadratic form `nᵀ V n`. For a unit vector `n` it is the component of the field gradient
along `n`, to which the first-order quadrupole splitting is proportional when the magnetic field
points along `n`. -/
def splitting (V : Matrix (Fin 3) (Fin 3) ℝ) (n : Fin 3 → ℝ) : ℝ :=
  n ⬝ᵥ V *ᵥ n
```

Here `*ᵥ` multiplies a matrix by a vector and `⬝ᵥ` is the dot product, so `splitting V n` is \(s(n)=n^TVn\). The vector \(n\) gives the direction of the magnetic field in axes fixed to the crystal. Despite its name, `splitting V n` is not a frequency: for unit \(n\), the first-order splitting is proportional to it, with a factor that contains the nuclear quadrupole moment. A spectrum often gives only the magnitude of the splitting, so its sign must be supplied separately before the linear equations for \(V\) are solved.

```lean
/-- The six icosahedral axes, not normalized: the cyclic permutations of `(0, ±1, φ)` with `φ`
the golden ratio. -/
def axis : Fin 6 → Fin 3 → ℝ :=
  ![![0, 1, Real.goldenRatio], ![0, -1, Real.goldenRatio],
    ![1, Real.goldenRatio, 0], ![-1, Real.goldenRatio, 0],
    ![Real.goldenRatio, 0, 1], ![Real.goldenRatio, 0, -1]]
```

With \(\varphi=(1+\sqrt5)/2\), each axis \(a_k\), \(k=0,\dots,5\), has squared length \(\varphi^2+1=\varphi+2\). The value for the unit vector is therefore \(s(a_k)/(\varphi+2)\).

```lean
/-- The symmetric traceless matrix with five given independent components. -/
def ofComponents (c : Fin 5 → ℝ) : Matrix (Fin 3) (Fin 3) ℝ :=
  !![c 0, c 2, c 3; c 2, c 1, c 4; c 3, c 4, -c 0 - c 1]
```

Five numbers \(c_0,\dots,c_4\) fill a symmetric matrix whose last diagonal entry makes the trace zero.

## Recovering the tensor

```lean
/-- Sum rule: the values of the quadratic form along the six icosahedral axes add up to a fixed
multiple of the trace. -/
theorem sum_splitting (V : Matrix (Fin 3) (Fin 3) ℝ) :
    ∑ k, splitting V (axis k) = 2 * (Real.goldenRatio + 2) * V.trace := by
  have hg := Real.goldenRatio_sq
  rw [Matrix.trace_fin_three]
  unfold axis
  -- only the relation g² = g + 1 is needed
  generalize Real.goldenRatio = g at hg ⊢
  simp [splitting, Matrix.mulVec, dotProduct, Fin.sum_univ_six, Fin.sum_univ_three]
  linear_combination (2 * (V 0 0 + V 1 1 + V 2 2)) * hg
```

Add the values in pairs; the cross terms cancel:

\[
\begin{aligned}
(0,\pm1,\varphi)&:\quad 2V_{11}+2\varphi^2V_{22},\\
(\pm1,\varphi,0)&:\quad 2V_{00}+2\varphi^2V_{11},\\
(\varphi,0,\pm1)&:\quad 2\varphi^2V_{00}+2V_{22}.
\end{aligned}
\]

The total is \(2(1+\varphi^2)\,\mathrm{tr}V=2(\varphi+2)\,\mathrm{tr}V\). For unit axes the factor is 2.

```lean
/-- Reconstruction formula: a field gradient tensor is, up to the factor `4 φ²`, the sum of the
dyads `a aᵀ` of the six icosahedral axes, each weighted with the splitting along `a`. -/
theorem reconstruction {V : Matrix (Fin 3) (Fin 3) ℝ} (hV : IsFieldGradient V) :
    (4 * Real.goldenRatio ^ 2) • V =
      ∑ k, splitting V (axis k) • Matrix.vecMulVec (axis k) (axis k) := by
  have hg := Real.goldenRatio_sq
  have h10 : V 1 0 = V 0 1 := hV.symm.apply 0 1
  have h20 : V 2 0 = V 0 2 := hV.symm.apply 0 2
  have h21 : V 2 1 = V 1 2 := hV.symm.apply 1 2
  have ht : V 0 0 + V 1 1 + V 2 2 = 0 := (Matrix.trace_fin_three V).symm.trans hV.traceless
  unfold axis
  generalize Real.goldenRatio = g at hg ⊢
  -- compare the nine entries; the diagonal ones use the trace and the golden ratio
  ext i j
  fin_cases i <;> fin_cases j <;>
    simp [splitting, Matrix.sum_apply, Matrix.vecMulVec_apply, Matrix.mulVec, dotProduct,
      Fin.sum_univ_six, Fin.sum_univ_three, h10, h20, h21]
  · linear_combination (-2 * g ^ 2) * ht - 2 * V 0 0 * (g ^ 2 + g - 1) * hg
  · ring
  · ring
  · ring
  · linear_combination (-2 * g ^ 2) * ht - 2 * V 1 1 * (g ^ 2 + g - 1) * hg
  · ring
  · ring
  · ring
  · linear_combination (-2 * g ^ 2) * ht - 2 * V 2 2 * (g ^ 2 + g - 1) * hg
```

The statement reads \(4\varphi^2V=\sum_k s(a_k)\,a_ka_k^T\), or \(V=\tfrac54\sum_k s(u_k)\,u_ku_k^T\) with unit axes \(u_k\). Write \(S\) for the matrix \(\sum_k s(a_k)\,a_ka_k^T\). In entry 00, the pair sums above give

\[
\begin{aligned}
S_{00}&=2V_{00}+2\varphi^2V_{11}+\varphi^2(2\varphi^2V_{00}+2V_{22})\\
&=2(1+\varphi^4-\varphi^2)V_{00}=4\varphi^2V_{00}.
\end{aligned}
\]

The second line uses \(V_{11}+V_{22}=-V_{00}\), then \(\varphi^4=\varphi^2+2\varphi+1\) and \(\varphi+1=\varphi^2\). Entry 01 receives contributions only from \((\pm1,\varphi,0)\), namely \(\varphi\,(4\varphi V_{01})\). Cyclic permutation and symmetry give the rest.

Lean checks the diagonal entries with `linear_combination`. First `generalize` replaces \(\varphi\) by a letter \(g\), keeping only \(g^2=g+1\). The tactic is then told which multiples of the known equations to add, and verifies a polynomial identity:

\[
\begin{aligned}
4g^2V_{00}-S_{00}={}&-2g^2(V_{00}+V_{11}+V_{22})\\
&-2V_{00}(g^2+g-1)(g^2-g-1).
\end{aligned}
\]

Both terms on the right vanish, by the trace condition and the equation for \(g\).

```lean
/-- A field gradient tensor whose splittings vanish along five of the six icosahedral axes is
zero, whichever axis `k` is left out. -/
theorem eq_zero_of_five_splittings {V : Matrix (Fin 3) (Fin 3) ℝ} (hV : IsFieldGradient V)
    (k : Fin 6) (h : ∀ j, j ≠ k → splitting V (axis j) = 0) : V = 0 := by
  -- the sum rule supplies the missing sixth splitting
  have hk : splitting V (axis k) = 0 := by
    have hs := sum_splitting V
    rw [hV.traceless, mul_zero,
      Finset.sum_eq_single k (fun j _ hj => h j hj) (by simp)] at hs
    exact hs
  have hall : ∀ j, splitting V (axis j) = 0 := by
    intro j
    by_cases hj : j = k
    · rw [hj]
      exact hk
    · exact h j hj
  have hr := reconstruction hV
  simp only [hall, zero_smul, Finset.sum_const_zero] at hr
  have hpos := Real.goldenRatio_pos
  exact (smul_eq_zero.mp hr).resolve_left (by positivity)
```

The hypothesis `h` gives zero along every axis except number `k`, which is arbitrary. Since \(\mathrm{tr}V=0\), the sum rule makes the sixth value zero too. Reconstruction then gives \(4\varphi^2V=0\), and \(\varphi>0\) gives \(V=0\).

Without the trace condition this fails. Distinct axes satisfy \(a_j\cdot a_k=\pm\varphi\), so the symmetric matrix

\[
a_ka_k^T-\frac{\varphi^2}{\varphi+2}\,I
\]

has zero splitting along the other five axes, yet its value along \(a_k\) is \((\varphi+2)^2-\varphi^2\neq0\).

```lean
/-- Two field gradient tensors with the same splittings along five of the six icosahedral axes
are equal. -/
theorem eq_of_five_splittings {V W : Matrix (Fin 3) (Fin 3) ℝ} (hV : IsFieldGradient V)
    (hW : IsFieldGradient W) (k : Fin 6)
    (h : ∀ j, j ≠ k → splitting V (axis j) = splitting W (axis j)) : V = W := by
  have hVW : IsFieldGradient (V - W) :=
    ⟨hV.symm.sub hW.symm, by rw [Matrix.trace_sub, hV.traceless, hW.traceless, sub_self]⟩
  refine sub_eq_zero.mp (eq_zero_of_five_splittings hVW k fun j hj => ?_)
  have hj' := h j hj
  unfold splitting at hj' ⊢
  rw [Matrix.sub_mulVec, dotProduct_sub, hj', sub_self]
```

If \(V\) and \(W\) agree along five axes, then \(V-W\) is symmetric and traceless, and its five values are \(s_V(a_j)-s_W(a_j)=0\). The previous theorem gives \(V=W\).

## Too few directions, or directions in one plane

```lean
/-- For any choice of fewer than five directions there is a nonzero field gradient tensor whose
splittings along all of them vanish. -/
theorem exists_invisible_of_lt_five {m : ℕ} (hm : m < 5) (n : Fin m → Fin 3 → ℝ) :
    ∃ V, IsFieldGradient V ∧ V ≠ 0 ∧ ∀ i, splitting V (n i) = 0 := by
  -- the splittings depend linearly on the five components
  let f : (Fin 5 → ℝ) →ₗ[ℝ] (Fin m → ℝ) :=
    { toFun := fun c i => splitting (ofComponents c) (n i)
      map_add' := by
        intro c d
        ext i
        simp [splitting, ofComponents, Matrix.mulVec, dotProduct, Fin.sum_univ_three]
        ring
      map_smul' := by
        intro r c
        ext i
        simp [splitting, ofComponents, Matrix.mulVec, dotProduct, Fin.sum_univ_three]
        ring }
  have hf : ¬ Function.Injective f := by
    intro hinj
    have hle := LinearMap.finrank_le_finrank_of_injective hinj
    simp only [Module.finrank_fin_fun] at hle
    omega
  obtain ⟨c, hc, hc0⟩ :=
    (Submodule.ne_bot_iff _).mp (fun h => hf (LinearMap.ker_eq_bot.mp h))
  refine ⟨ofComponents c, ⟨?_, ?_⟩, ?_, fun i => congrFun (LinearMap.mem_ker.mp hc) i⟩
  · exact Matrix.IsSymm.ext fun i j => by fin_cases i <;> fin_cases j <;> rfl
  · rw [Matrix.trace_fin_three]
    change c 0 + c 1 + (-c 0 - c 1) = 0
    ring
  · -- a vanishing tensor has vanishing components
    intro h
    apply hc0
    ext i
    fin_cases i
    · exact congrFun (congrFun h 0) 0
    · exact congrFun (congrFun h 1) 1
    · exact congrFun (congrFun h 0) 1
    · exact congrFun (congrFun h 0) 2
    · exact congrFun (congrFun h 1) 2
```

For \(m<5\) arbitrary vectors \(n_i\), the map `f` sends the five components \(c\) to the \(m\) splittings. It is linear from \(\mathbb R^5\) to \(\mathbb R^m\); injectivity would require \(5\le m\). Hence some \(c\ne0\) is sent to zero. Its matrix is nonzero because the \(c_i\) appear among its entries. Adding this matrix to any field gradient tensor leaves all \(m\) splittings unchanged. Known site symmetry can lower the number of directions needed, because it restricts the tensor: at a site on a threefold axis, the splitting along that axis alone determines \(V\).

```lean
/-- The nonzero field gradient tensor with `V_xz = V_zx = 1` and all other entries zero has
vanishing splitting along every direction in the xy plane. -/
theorem coplanar_directions_insufficient :
    IsFieldGradient !![0, 0, 1; 0, 0, 0; 1, 0, 0] ∧
      (!![0, 0, 1; 0, 0, 0; 1, 0, 0] : Matrix (Fin 3) (Fin 3) ℝ) ≠ 0 ∧
      ∀ n : Fin 3 → ℝ, n 2 = 0 → splitting !![0, 0, 1; 0, 0, 0; 1, 0, 0] n = 0 := by
  refine ⟨⟨?_, ?_⟩, ?_, ?_⟩
  · exact Matrix.IsSymm.ext fun i j => by fin_cases i <;> fin_cases j <;> rfl
  · simp [Matrix.trace_fin_three]
  · intro h
    have h02 : (1 : ℝ) = 0 := congrFun (congrFun h 0) 2
    exact one_ne_zero h02
  · intro n hn
    simp [splitting, Matrix.mulVec, dotProduct, Fin.sum_univ_three, hn]

end

end QuadrupoleSplittings
```

Here \(V_{02}=V_{20}=1\) and all other entries vanish, so \(s(n)=2n_0n_2\). This is zero whenever \(n_2=0\): first-order splittings measured with the field in the \(xy\) plane, however many, cannot detect this tensor.

```lean
#print axioms QuadrupoleSplittings.eq_of_five_splittings
#print axioms QuadrupoleSplittings.exists_invisible_of_lt_five
#print axioms QuadrupoleSplittings.coplanar_directions_insufficient
```

```
'QuadrupoleSplittings.eq_of_five_splittings' depends on axioms: [propext, Classical.choice, Quot.sound]
'QuadrupoleSplittings.exists_invisible_of_lt_five' depends on axioms: [propext, Classical.choice, Quot.sound]
'QuadrupoleSplittings.coplanar_directions_insufficient' depends on axioms: [propext, Classical.choice, Quot.sound]
```
